# Ladder coupled-cluster amplitudes from particle-particle RPA modes with an invertible matrix of particle-pair components

The correlation energy of electrons can be approximated through their scattering in pairs, by diagonalising the particle-particle RPA matrix or by solving a quadratic equation for coupled-cluster amplitudes. Without a relation between the two routes, a difference between their energies is hard to interpret: it could be a programming error, a different approximation, or a different root of the quadratic equation. For modes whose particle-pair components form an invertible matrix, the relation is exact.

## From pair modes to amplitudes and energy

Let A be the particle-pair block, C the hole-pair block and B their coupling, all real. Take as many modes as there are particle pairs. Their particle-pair components are the columns of a square matrix X, their hole-pair components the columns of Y, and W holds the mode energies. The RPA equations are

AX + BY = XW
−BᵀX − CY = YW.

Suppose X is invertible, so that the particle-pair parts of the modes are linearly independent, and set T = YX⁻¹. Multiplying the first equation by X⁻¹ on the right gives

A + BT = XWX⁻¹.

Multiply this by T on the left, then use the second equation:

T(A + BT) = YX⁻¹XWX⁻¹ = YWX⁻¹ = (−BᵀX − CY)X⁻¹ = −Bᵀ − CT.

Moving everything to one side gives the ladder equation,

Bᵀ + CT + TA + TBT = 0.

Since Tr(XWX⁻¹) = Tr W, the trace of A + BT gives the correlation energy:

Tr(BT) = Tr W − Tr A.

In a finite orbital basis, the ladder correlation energy thus follows from an eigenvalue problem, without iterating the amplitudes.

## Pair spaces and equations in Lean

The types `p` and `h` label particle pairs and hole pairs, not single orbitals. Both are finite.

```lean
import Mathlib

open Matrix

namespace LadderPairRPA

variable {p h : Type*} [Fintype p] [Fintype h]
```

`IsPairModes` records the two RPA equations. `W` may be any square matrix; the textbook case is diagonal. Symmetry of `A` and `C`, which the physical blocks have, is not required.

```lean
/-- The particle-particle RPA equations for a set of modes with particle-pair components `X`,
hole-pair components `Y` and mode-energy matrix `W`, which need not be diagonal. -/
structure IsPairModes (A : Matrix p p ℝ) (B : Matrix p h ℝ) (C : Matrix h h ℝ)
    (X : Matrix p p ℝ) (Y : Matrix h p ℝ) (W : Matrix p p ℝ) : Prop where
  particle : A * X + B * Y = X * W
  hole : -(Bᵀ * X) - C * Y = Y * W
```

The residual keeps only the ladder terms of the coupled-cluster doubles equation. `T` has hole pairs as rows and particle pairs as columns.

```lean
/-- The left-hand side of the ladder coupled-cluster doubles equation for amplitudes `T`. -/
def ladderResidual (A : Matrix p p ℝ) (B : Matrix p h ℝ) (C : Matrix h h ℝ)
    (T : Matrix h p ℝ) : Matrix h p ℝ :=
  Bᵀ + C * T + T * A + T * B * T

/-- The ladder correlation energy: the pair coupling traced with the amplitudes. -/
def ladderEnergy (B : Matrix p h ℝ) (T : Matrix h p ℝ) : ℝ :=
  (B * T).trace
```

That these matrices come from the orbital energies and two-electron integrals of a particular molecule is left to the user.

## The amplitude equation and the energy

Grouping the last two terms of the residual exposes the matrix A + BT.

```lean
/-- The ladder residual in terms of the dressed particle-pair matrix `A + B T`. -/
theorem ladderResidual_eq (A : Matrix p p ℝ) (B : Matrix p h ℝ) (C : Matrix h h ℝ)
    (T : Matrix h p ℝ) :
    ladderResidual A B C T = Bᵀ + C * T + T * (A + B * T) := by
  simp only [ladderResidual, Matrix.mul_add, Matrix.mul_assoc]
  abel
```

The next lemma is the first step of the derivation. `hX` says that the determinant of `X` is invertible, which for real matrices means nonzero.

```lean
variable [DecidableEq p] {A : Matrix p p ℝ} {B : Matrix p h ℝ} {C : Matrix h h ℝ}
  {X W : Matrix p p ℝ} {Y : Matrix h p ℝ}

/-- For pair modes with invertible `X`, the dressed particle-pair matrix `A + B T` with
`T = Y X⁻¹` is similar to the mode-energy matrix `W`. -/
theorem dressed_pair_matrix (hX : IsUnit X.det) (hm : IsPairModes A B C X Y W) :
    A + B * (Y * X⁻¹) = X * W * X⁻¹ := by
  rw [← hm.particle, Matrix.add_mul, Matrix.mul_assoc A, Matrix.mul_nonsing_inv X hX,
    Matrix.mul_one, Matrix.mul_assoc]
```

In the main theorem, `h1` is the chain for T(A + BT), with `hc` cancelling X⁻¹X. In the second half, `ht` is the cyclicity of the trace, and `linarith` isolates the energy.

```lean
/-- Particle-particle RPA modes with invertible `X` give amplitudes `T = Y X⁻¹` that solve the
ladder coupled-cluster equation, with correlation energy `Tr W - Tr A`. -/
theorem ladder_ccd_of_pair_rpa (hX : IsUnit X.det) (hm : IsPairModes A B C X Y W) :
    ladderResidual A B C (Y * X⁻¹) = 0 ∧
      ladderEnergy B (Y * X⁻¹) = W.trace - A.trace := by
  constructor
  · have hc : X⁻¹ * (X * (W * X⁻¹)) = W * X⁻¹ := by
      rw [← Matrix.mul_assoc, Matrix.nonsing_inv_mul X hX, Matrix.one_mul]
    -- the hole-pair equation, expressed through the amplitudes
    have h1 : Y * X⁻¹ * (A + B * (Y * X⁻¹)) = -Bᵀ - C * (Y * X⁻¹) := by
      calc Y * X⁻¹ * (A + B * (Y * X⁻¹)) = Y * X⁻¹ * (X * W * X⁻¹) := by
            rw [dressed_pair_matrix hX hm]
        _ = Y * W * X⁻¹ := by simp only [Matrix.mul_assoc, hc]
        _ = -Bᵀ - C * (Y * X⁻¹) := by
            rw [← hm.hole, Matrix.sub_mul, Matrix.neg_mul, Matrix.mul_assoc Bᵀ,
              Matrix.mul_nonsing_inv X hX, Matrix.mul_one, Matrix.mul_assoc C]
    rw [ladderResidual_eq, h1]
    abel
  · -- the trace is unchanged by the similarity transformation
    have ht : (X * W * X⁻¹).trace = W.trace := by
      rw [Matrix.trace_mul_comm, ← Matrix.mul_assoc, Matrix.nonsing_inv_mul X hX,
        Matrix.one_mul]
    have he := congrArg Matrix.trace (dressed_pair_matrix hX hm)
    rw [Matrix.trace_add, ht] at he
    unfold ladderEnergy
    linarith
```

For diagonal W with entries ωₙ, Tr W is the sum of the mode energies.

```lean
/-- For modes with individual energies `ω n` and invertible `X`, the ladder correlation energy
is the sum of the mode energies minus the trace of `A`. -/
theorem ladderEnergy_eq_sum {ω : p → ℝ} (hX : IsUnit X.det)
    (hm : IsPairModes A B C X Y (Matrix.diagonal ω)) :
    ladderEnergy B (Y * X⁻¹) = ∑ n, ω n - A.trace := by
  rw [(ladder_ccd_of_pair_rpa hX hm).2, Matrix.trace_diagonal]
```

## From amplitudes back to the RPA equations

Conversely, given a solution T, choose X = 1, Y = T and W = A + BT. The first RPA equation is then immediate, and the second is the ladder equation rearranged. The proof supplies exactly these matrices. This W need not be diagonal, or even diagonalisable over the reals, so the theorem does not promise real modes with individual energies. When W can be diagonalised over the reals, its eigenvectors supply such modes.

```lean
/-- Amplitudes `T` solve the ladder equation exactly when `T = Y X⁻¹` for some matrices `X`, `Y` and
`W` that satisfy the RPA equations with invertible `X`. `W` need not be diagonal. -/
theorem ladder_solution_iff (T : Matrix h p ℝ) :
    ladderResidual A B C T = 0 ↔
      ∃ (X : Matrix p p ℝ) (Y : Matrix h p ℝ) (W : Matrix p p ℝ),
        IsUnit X.det ∧ IsPairModes A B C X Y W ∧ T = Y * X⁻¹ := by
  constructor
  · intro hT
    rw [ladderResidual_eq] at hT
    have h2 : T * (A + B * T) = -(Bᵀ + C * T) := eq_neg_of_add_eq_zero_right hT
    -- take the bare particle pairs as `X` and the amplitudes as `Y`
    refine ⟨1, T, A + B * T, by simp, ⟨by simp, ?_⟩, by simp⟩
    rw [Matrix.mul_one, h2]
    abel
  · rintro ⟨X, Y, W, hX, hm, rfl⟩
    exact (ladder_ccd_of_pair_rpa hX hm).1
```

Replacing X and Y by XG and YG, with G invertible, leaves the amplitudes alone, because YG(XG)⁻¹ = YGG⁻¹X⁻¹ = YX⁻¹. Rescaling or rotating degenerate modes is therefore harmless.

```lean
omit [Fintype h] in
/-- An invertible mixing `G` of the modes leaves the ladder amplitudes unchanged. -/
theorem amplitudes_mode_mixing (X : Matrix p p ℝ) (Y : Matrix h p ℝ) {G : Matrix p p ℝ}
    (hG : IsUnit G.det) : (Y * G) * (X * G)⁻¹ = Y * X⁻¹ := by
  have hc : G * (G⁻¹ * X⁻¹) = X⁻¹ := by
    rw [← Matrix.mul_assoc, Matrix.mul_nonsing_inv G hG, Matrix.one_mul]
  rw [Matrix.mul_inv_rev]
  simp only [Matrix.mul_assoc, hc]
```

## Positive norm and the choice of root

A combination v of the modes has RPA norm |Xv|² − |Yv|². Put u = Xv, so that Yv = Tu. The norm becomes |u|² − |Tu|², and u is nonzero exactly when v is. Positivity for all nonzero v therefore means that T shortens every nonzero vector. The two halves of the proof make this substitution in opposite directions.

```lean
/-- For invertible `X`, every nonzero combination of the modes has positive RPA norm
`|X v|² - |Y v|²` exactly when the amplitudes `Y X⁻¹` shorten every nonzero vector. -/
theorem positive_norm_iff_contraction (hX : IsUnit X.det) :
    (∀ v : p → ℝ, v ≠ 0 → (Y *ᵥ v) ⬝ᵥ (Y *ᵥ v) < (X *ᵥ v) ⬝ᵥ (X *ᵥ v)) ↔
      ∀ u : p → ℝ, u ≠ 0 → ((Y * X⁻¹) *ᵥ u) ⬝ᵥ ((Y * X⁻¹) *ᵥ u) < u ⬝ᵥ u := by
  constructor
  · intro H u hu
    have hXu : X *ᵥ (X⁻¹ *ᵥ u) = u := by
      rw [Matrix.mulVec_mulVec, Matrix.mul_nonsing_inv X hX, Matrix.one_mulVec]
    have hne : X⁻¹ *ᵥ u ≠ 0 := by
      intro h0
      apply hu
      rw [← hXu, h0, Matrix.mulVec_zero]
    have h1 := H _ hne
    rw [hXu, Matrix.mulVec_mulVec] at h1
    exact h1
  · intro H v hv
    have hY : (Y * X⁻¹) *ᵥ (X *ᵥ v) = Y *ᵥ v := by
      rw [Matrix.mulVec_mulVec, Matrix.mul_assoc, Matrix.nonsing_inv_mul X hX, Matrix.mul_one]
    have hXv : X⁻¹ *ᵥ (X *ᵥ v) = v := by
      rw [Matrix.mulVec_mulVec, Matrix.nonsing_inv_mul X hX, Matrix.one_mulVec]
    have hne : X *ᵥ v ≠ 0 := by
      intro h0
      apply hv
      rw [← hXv, h0, Matrix.mulVec_zero]
    have h1 := H _ hne
    rw [hY] at h1
    exact h1
```

With one pair of each kind, A = C = 5 and B = 4, the equation is 4T² + 10T + 4 = 0. Its roots −1/2 and −2 give energies −2 and −8. Only the first has |T| < 1, so the positive-norm mode selects it. Lean checks both roots and energies by arithmetic.

```lean
/-- With one particle pair and one hole pair, `A = C = 5` and `B = 4`, the amplitudes `-1/2` and
`-2` both solve the ladder equation, with correlation energies `-2` and `-8`. -/
theorem two_ladder_solutions :
    (ladderResidual !![(5 : ℝ)] !![(4 : ℝ)] !![(5 : ℝ)] !![(-1 / 2 : ℝ)] = 0 ∧
      ladderEnergy !![(4 : ℝ)] !![(-1 / 2 : ℝ)] = -2) ∧
    (ladderResidual !![(5 : ℝ)] !![(4 : ℝ)] !![(5 : ℝ)] !![(-2 : ℝ)] = 0 ∧
      ladderEnergy !![(4 : ℝ)] !![(-2 : ℝ)] = -8) := by
  refine ⟨⟨?_, ?_⟩, ⟨?_, ?_⟩⟩
  · ext i j
    fin_cases i; fin_cases j
    norm_num [ladderResidual, Matrix.mul_apply]
  · norm_num [ladderEnergy, Matrix.trace, Matrix.mul_apply]
  · ext i j
    fin_cases i; fin_cases j
    norm_num [ladderResidual, Matrix.mul_apply]
  · norm_num [ladderEnergy, Matrix.trace, Matrix.mul_apply]
```

The last example has two particle pairs and one hole pair. Both modes have energy 2, and the norm of a combination is v₀² + 2v₁², which is positive for v ≠ 0. The second mode has norm 2; dividing it by √2 normalises it without changing T. In Lean the matrix equations are checked entry by entry, and `nlinarith` proves the inequality.

```lean
/-- Two particle pairs coupled to one hole pair: explicit RPA modes with invertible `X` and
positive RPA norm. -/
theorem isPairModes_witness :
    IsUnit (!![1, 1; 1, -1] : Matrix (Fin 2) (Fin 2) ℝ).det ∧
    IsPairModes !![3, 1; 1, 3] !![2; 2] !![2] !![1, 1; 1, -1] !![-1, 0] !![2, 0; 0, 2] ∧
    ∀ v : Fin 2 → ℝ, v ≠ 0 →
      ((!![-1, 0] : Matrix (Fin 1) (Fin 2) ℝ) *ᵥ v) ⬝ᵥ (!![-1, 0] *ᵥ v) <
        ((!![1, 1; 1, -1] : Matrix (Fin 2) (Fin 2) ℝ) *ᵥ v) ⬝ᵥ (!![1, 1; 1, -1] *ᵥ v) := by
  refine ⟨?_, ⟨?_, ?_⟩, ?_⟩
  · rw [isUnit_iff_ne_zero, Matrix.det_fin_two]
    norm_num
  · ext i j
    fin_cases i <;> fin_cases j <;> norm_num [Matrix.mul_apply, Fin.sum_univ_succ]
  · ext i j
    fin_cases i
    fin_cases j <;> norm_num [Matrix.mul_apply, Fin.sum_univ_succ]
  · intro v hv
    have hpos : 0 < v 0 ^ 2 + v 1 ^ 2 := by
      by_contra hn
      have h0 : v 0 = 0 := by nlinarith [sq_nonneg (v 0), sq_nonneg (v 1)]
      have h1 : v 1 = 0 := by nlinarith [sq_nonneg (v 0), sq_nonneg (v 1)]
      apply hv
      ext i
      fin_cases i
      · exact h0
      · exact h1
    simp [Matrix.mulVec, dotProduct, Fin.sum_univ_two]
    nlinarith [sq_nonneg (v 0), sq_nonneg (v 1)]

end LadderPairRPA
```

```lean
#print axioms LadderPairRPA.ladder_ccd_of_pair_rpa
#print axioms LadderPairRPA.ladderEnergy_eq_sum
#print axioms LadderPairRPA.positive_norm_iff_contraction
#print axioms LadderPairRPA.two_ladder_solutions
```

```
'LadderPairRPA.ladder_ccd_of_pair_rpa' depends on axioms: [propext, Classical.choice, Quot.sound]
'LadderPairRPA.ladderEnergy_eq_sum' depends on axioms: [propext, Classical.choice, Quot.sound]
'LadderPairRPA.positive_norm_iff_contraction' depends on axioms: [propext, Classical.choice, Quot.sound]
'LadderPairRPA.two_ladder_solutions' depends on axioms: [propext, Classical.choice, Quot.sound]
```
